# The small-χ limit of the Breit–Wheeler tunnelling integral with a continuous prefactor

A high-energy photon in a strong field can turn into an electron–positron pair. For small quantum parameter \(\chi\), I model the yield with a spectral prefactor \(g(v)\) that does not depend on \(\chi\):

\[
I_g(\chi)=\int_0^1 g(v)\,\exp\!\left(-\frac{2}{3\chi v(1-v)}\right)dv ,
\]

where \(v\) is the fraction of the photon energy carried by one member of the pair. For a photon of energy \(\hbar\omega\) moving along the unit vector \(\hat k\), the convention here is \(\chi=(\hbar\omega/mc^2)\,|\mathbf E_\perp+c\,\hat k\times\mathbf B|/E_S\), where \(\mathbf E_\perp\) is the part of the electric field perpendicular to \(\hat k\), \(m\) is the electron mass and \(E_S=m^2c^3/(e\hbar)\) is the Schwinger field. If \(\chi\) is defined with an extra factor \(1/2\), the exponent \(8/(3\chi)\) below becomes \(4/(3\chi)\). Setting \(v=1/2\) gives the familiar exponent \(8/(3\chi)\). But a single point has no width, so does equal sharing also settle what stands in front of the exponential?

## The peak width scales as √χ, and g enters through g(1/2)

Yes, if \(g\) is continuous on \([0,1]\):

\[
\frac{e^{8/(3\chi)}}{\sqrt\chi}\,I_g(\chi)\;\longrightarrow\; g(1/2)\sqrt{\frac{3\pi}{32}}\qquad(\chi\to0^+).
\]

If \(g(1/2)=0\), this says only that the scaled integral vanishes.

Write \(w=v(1-v)\). Since \(1-4w=4(v-\tfrac12)^2\),

\[
\frac{2}{3\chi w}=\frac{8}{3\chi}+\frac{2(1-4w)}{3\chi w}
=\frac{8}{3\chi}+\frac{8(v-\frac12)^2}{3\chi w}.
\]

The last term is the cost of unequal sharing. Because \(w\le\frac14\), it is at least \(32(v-\frac12)^2/(3\chi)\), so the minimum is attained only at \(v=\frac12\). Now put \(v=\frac12+\sqrt\chi\,t\), so that \(dv=\sqrt\chi\,dt\) and \(w=\frac14-\chi t^2\):

\[
\frac{e^{8/(3\chi)}}{\sqrt\chi}I_g(\chi)=\int_{|t|<1/(2\sqrt\chi)} g\big(\tfrac12+\sqrt\chi\,t\big)\exp\!\left(-\frac{8t^2}{3(\frac14-\chi t^2)}\right)dt .
\]

At fixed \(t\) the integrand tends to \(g(\frac12)e^{-32t^2/3}\). Its absolute value never exceeds \(Ce^{-32t^2/3}\), where \(C\) bounds \(|g|\) on \([0,1]\). Dominated convergence and \(\int_{-\infty}^{\infty} e^{-at^2}dt=\sqrt{\pi/a}\) with \(a=32/3\) give the limit. Dividing by the same result for \(g=1\) gives \(I_g(\chi)/I_1(\chi)\to g(1/2)\).

In the Lean code, `tunnelExponent χ v` is the exponent and `pairIntegral g χ` is \(I_g(\chi)\). The exponent stands for tunnelling in a locally constant field; it is a definition here, not derived from QED. The function `peakProfile g χ` is the integrand with \(e^{-8/(3\chi)}\) taken out, set to zero outside \(0<v<1\). The hypothesis `ContinuousOn g (Icc 0 1)` is continuity on the closed interval, and `𝓝[>] 0` means that \(\chi\) approaches zero from above. Lean's value for division by zero at \(v=0,1\) affects only two points, which do not change the integral.

`pairIntegral_laplace` states the limit with its prefactor, and `weighted_average_tendsto` states the limit of the average.

```lean
import Mathlib

open MeasureTheory Set Filter Topology

namespace BreitWheelerLaplace

noncomputable section

/-- The tunnelling exponent `2 / (3 χ v (1 - v))` for a pair whose members carry the energy
fractions `v` and `1 - v`, for `χ > 0` and `0 < v < 1`. -/
def tunnelExponent (χ v : ℝ) : ℝ := 2 / (3 * χ * (v * (1 - v)))

/-- The tunnelling factor integrated over the energy fraction with a spectral prefactor `g`,
for `χ > 0`. -/
def pairIntegral (g : ℝ → ℝ) (χ : ℝ) : ℝ :=
  ∫ v in (0 : ℝ)..1, g v * Real.exp (-tunnelExponent χ v)

/-- The integrand with the factor `exp (-8 / (3 χ))` taken out, set to zero outside the
physical range `0 < v < 1`; here `χ > 0`. -/
def peakProfile (g : ℝ → ℝ) (χ : ℝ) : ℝ → ℝ :=
  (Ioo (0 : ℝ) 1).indicator fun v => g v * Real.exp (8 / (3 * χ) - tunnelExponent χ v)

/-- For `χ > 0` and `0 < v < 1` the exponent is `8 / (3 χ)` plus an explicit cost of
unequal energy sharing. -/
theorem tunnelExponent_eq {χ v : ℝ} (hχ : 0 < χ) (h0 : 0 < v) (h1 : v < 1) :
    tunnelExponent χ v =
      8 / (3 * χ) + 8 * (v - 1 / 2) ^ 2 / (3 * χ * (v * (1 - v))) := by
  have hw : 0 < v * (1 - v) := mul_pos h0 (sub_pos.2 h1)
  have ha : 3 * χ ≠ 0 := by positivity
  have hb : 3 * χ * (v * (1 - v)) ≠ 0 := mul_ne_zero ha hw.ne'
  rw [tunnelExponent, div_add_div _ _ ha hb, div_eq_div_iff hb (mul_ne_zero ha hb)]
  ring

/-- For `χ > 0` and `0 < v < 1` the exponent exceeds `8 / (3 χ)` by at least a term quadratic
in the distance from equal sharing. -/
theorem tunnelExponent_ge {χ v : ℝ} (hχ : 0 < χ) (h0 : 0 < v) (h1 : v < 1) :
    8 / (3 * χ) + 32 * (v - 1 / 2) ^ 2 / (3 * χ) ≤ tunnelExponent χ v := by
  have hw : 0 < v * (1 - v) := mul_pos h0 (sub_pos.2 h1)
  have ha : 0 < 3 * χ := by positivity
  have key : 32 * (v - 1 / 2) ^ 2 / (3 * χ) ≤
      8 * (v - 1 / 2) ^ 2 / (3 * χ * (v * (1 - v))) := by
    rw [div_le_div_iff₀ ha (mul_pos ha hw)]
    nlinarith [mul_nonneg hχ.le (sq_nonneg ((v - 1 / 2) ^ 2))]
  rw [tunnelExponent_eq hχ h0 h1]
  linarith

/-- For `χ > 0` and `0 < v < 1` the exponent equals `8 / (3 χ)` exactly when the pair shares
the energy equally. -/
theorem tunnelExponent_eq_min_iff {χ v : ℝ} (hχ : 0 < χ) (h0 : 0 < v) (h1 : v < 1) :
    tunnelExponent χ v = 8 / (3 * χ) ↔ v = 1 / 2 := by
  constructor
  · intro h
    have hb := tunnelExponent_ge hχ h0 h1
    have hd : 32 * (v - 1 / 2) ^ 2 / (3 * χ) ≤ 0 := by linarith
    rw [div_le_iff₀ (by positivity), zero_mul] at hd
    have hz : (v - 1 / 2) ^ 2 = 0 := le_antisymm (by linarith) (sq_nonneg _)
    exact sub_eq_zero.1 (pow_eq_zero_iff (two_ne_zero) |>.1 hz)
  · intro h
    rw [tunnelExponent_eq hχ h0 h1, h]
    simp

/-- For `χ > 0`, measuring the energy fraction from equal sharing in units of `√χ` turns the
scaled pair integral into an integral over the whole line. -/
theorem scaled_pairIntegral (g : ℝ → ℝ) {χ : ℝ} (hχ : 0 < χ) :
    Real.exp (8 / (3 * χ)) / √χ * pairIntegral g χ =
      ∫ t : ℝ, peakProfile g χ (1 / 2 + √χ * t) := by
  have h1 : Real.exp (8 / (3 * χ)) * pairIntegral g χ = ∫ v : ℝ, peakProfile g χ v := by
    unfold peakProfile pairIntegral
    rw [integral_indicator measurableSet_Ioo, ← integral_Ioc_eq_integral_Ioo,
      ← intervalIntegral.integral_of_le zero_le_one, ← intervalIntegral.integral_const_mul]
    apply intervalIntegral.integral_congr
    intro v _
    simp only [sub_eq_add_neg, Real.exp_add]
    ring
  -- the change of variables `v = 1/2 + √χ t`
  have h2 := Measure.integral_comp_mul_left (fun y : ℝ => peakProfile g χ (1 / 2 + y)) (√χ)
  have h3 : ∫ y : ℝ, peakProfile g χ (1 / 2 + y) = ∫ y : ℝ, peakProfile g χ y :=
    integral_add_left_eq_self (peakProfile g χ) (1 / 2)
  rw [h3, ← h1, smul_eq_mul, abs_of_pos (inv_pos.2 (Real.sqrt_pos.2 hχ))] at h2
  rw [h2]
  ring

/-- For `g` continuous on `[0, 1]` and fixed rescaled deviation `t`, the profile tends to a
Gaussian in `t` with height `g (1/2)` as `χ → 0⁺`. -/
theorem peakProfile_tendsto {g : ℝ → ℝ} (hg : ContinuousOn g (Icc 0 1)) (t : ℝ) :
    Tendsto (fun χ => peakProfile g χ (1 / 2 + √χ * t)) (𝓝[>] 0)
      (𝓝 (g (1 / 2) * Real.exp (-(32 / 3) * t ^ 2))) := by
  have hv : Tendsto (fun χ : ℝ => 1 / 2 + √χ * t) (𝓝[>] 0) (𝓝 (1 / 2)) := by
    have hc : Continuous fun χ : ℝ => 1 / 2 + √χ * t :=
      continuous_const.add (Real.continuous_sqrt.mul continuous_const)
    have h := hc.tendsto 0
    simp only [Real.sqrt_zero, zero_mul, add_zero] at h
    exact h.mono_left nhdsWithin_le_nhds
  have hgc : ContinuousAt g (1 / 2) :=
    hg.continuousAt (Icc_mem_nhds (by norm_num) (by norm_num))
  have hq : ContinuousAt (fun v : ℝ => 8 * t ^ 2 / (3 * (v * (1 - v)))) (1 / 2) :=
    ContinuousAt.div continuousAt_const (by fun_prop) (by norm_num)
  have hG : ContinuousAt
      (fun v : ℝ => g v * Real.exp (-(8 * t ^ 2 / (3 * (v * (1 - v)))))) (1 / 2) :=
    hgc.mul (Real.continuous_exp.continuousAt.comp hq.neg)
  have hlim := hG.tendsto.comp hv
  have hval : -(8 * t ^ 2 / (3 * ((1 / 2 : ℝ) * (1 - 1 / 2)))) = -(32 / 3) * t ^ 2 := by
    ring
  rw [hval] at hlim
  refine hlim.congr' ?_
  -- close to `χ = 0` the point lies in the physical range and `χ` cancels in the exponent
  filter_upwards [self_mem_nhdsWithin,
    hv.eventually (Ioo_mem_nhds (by norm_num : (0 : ℝ) < 1 / 2)
      (by norm_num : (1 / 2 : ℝ) < 1))] with χ hχ hmem
  have hχ' : 0 < χ := hχ
  have hm : 1 / 2 + √χ * t ∈ Ioo (0 : ℝ) 1 := hmem
  have hw : 0 < (1 / 2 + √χ * t) * (1 - (1 / 2 + √χ * t)) :=
    mul_pos hm.1 (sub_pos.2 hm.2)
  have hd1 : 3 * ((1 / 2 + √χ * t) * (1 - (1 / 2 + √χ * t))) ≠ 0 :=
    mul_ne_zero (by norm_num) hw.ne'
  have hd2 : 3 * χ * ((1 / 2 + √χ * t) * (1 - (1 / 2 + √χ * t))) ≠ 0 :=
    mul_ne_zero (by positivity) hw.ne'
  have hs : (1 / 2 + √χ * t - 1 / 2) ^ 2 = χ * t ^ 2 := by
    rw [add_sub_cancel_left, mul_pow, Real.sq_sqrt hχ'.le]
  simp only [Function.comp_apply]
  rw [peakProfile, indicator_of_mem hm, tunnelExponent_eq hχ' hm.1 hm.2, hs]
  congr 2
  rw [sub_add_cancel_left, neg_inj, div_eq_div_iff hd1 hd2]
  ring

/-- Laplace asymptotics of the model integral: for `g` continuous on `[0, 1]`, the pair integral
divided by `√χ exp (-8 / (3 χ))` tends to `g (1/2) √(3π/32)` as `χ → 0⁺`. -/
theorem pairIntegral_laplace {g : ℝ → ℝ} (hg : ContinuousOn g (Icc 0 1)) :
    Tendsto (fun χ => Real.exp (8 / (3 * χ)) / √χ * pairIntegral g χ) (𝓝[>] 0)
      (𝓝 (g (1 / 2) * √(3 * Real.pi / 32))) := by
  obtain ⟨C, hC⟩ := isCompact_Icc.exists_bound_of_continuousOn hg
  have hC0 : 0 ≤ C := (norm_nonneg _).trans (hC (1 / 2) ⟨by norm_num, by norm_num⟩)
  have hgauss : ∫ t : ℝ, g (1 / 2) * Real.exp (-(32 / 3) * t ^ 2) =
      g (1 / 2) * √(3 * Real.pi / 32) := by
    rw [integral_const_mul, integral_gaussian]
    congr 2
    ring
  rw [← hgauss]
  have hdom : Tendsto (fun χ => ∫ t : ℝ, peakProfile g χ (1 / 2 + √χ * t)) (𝓝[>] 0)
      (𝓝 (∫ t : ℝ, g (1 / 2) * Real.exp (-(32 / 3) * t ^ 2))) := by
    refine tendsto_integral_filter_of_dominated_convergence
      (fun t => C * Real.exp (-(32 / 3) * t ^ 2)) ?_ ?_
      ((integrable_exp_neg_mul_sq (by norm_num)).const_mul C)
      (Eventually.of_forall (peakProfile_tendsto hg))
    · -- measurability of the profile
      filter_upwards [self_mem_nhdsWithin] with χ hχ
      have hχ' : 0 < χ := hχ
      have hE : ContinuousOn (fun v : ℝ => 2 / (3 * χ * (v * (1 - v)))) (Ioo 0 1) :=
        ContinuousOn.div continuousOn_const (by fun_prop) fun v hv =>
          mul_ne_zero (by positivity) (mul_pos hv.1 (sub_pos.2 hv.2)).ne'
      have hF : ContinuousOn
          (fun v => g v * Real.exp (8 / (3 * χ) - tunnelExponent χ v)) (Ioo 0 1) :=
        (hg.mono Ioo_subset_Icc_self).mul (continuousOn_const.sub hE).rexp
      have hm : Measurable (peakProfile g χ) := by
        classical
        rw [peakProfile, ← piecewise_eq_indicator]
        exact hF.measurable_piecewise continuous_zero.continuousOn measurableSet_Ioo
      have ha : Measurable fun t : ℝ => 1 / 2 + √χ * t := by fun_prop
      exact (hm.comp ha).aestronglyMeasurable
    · -- the Gaussian bound
      filter_upwards [self_mem_nhdsWithin] with χ hχ
      have hχ' : 0 < χ := hχ
      refine Eventually.of_forall fun t => ?_
      by_cases hm : 1 / 2 + √χ * t ∈ Ioo (0 : ℝ) 1
      · have hb := tunnelExponent_ge hχ' hm.1 hm.2
        have hs : 32 * (1 / 2 + √χ * t - 1 / 2) ^ 2 / (3 * χ) = 32 / 3 * t ^ 2 := by
          rw [add_sub_cancel_left, mul_pow, Real.sq_sqrt hχ'.le, div_eq_iff (by positivity)]
          ring
        rw [hs] at hb
        rw [peakProfile, indicator_of_mem hm, norm_mul, Real.norm_of_nonneg (Real.exp_pos _).le]
        exact mul_le_mul (hC _ (Ioo_subset_Icc_self hm)) (Real.exp_le_exp.2 (by linarith))
          (Real.exp_pos _).le hC0
      · rw [peakProfile, indicator_of_notMem hm, norm_zero]
        positivity
  refine hdom.congr' ?_
  filter_upwards [self_mem_nhdsWithin] with χ hχ
  exact (scaled_pairIntegral g hχ).symm

/-- For `g` continuous on `[0, 1]`, the average of `g` over the energy fraction, weighted by
the tunnelling factor, tends to its value at equal sharing as `χ → 0⁺`. -/
theorem weighted_average_tendsto {g : ℝ → ℝ} (hg : ContinuousOn g (Icc 0 1)) :
    Tendsto (fun χ => pairIntegral g χ / pairIntegral (fun _ => 1) χ) (𝓝[>] 0)
      (𝓝 (g (1 / 2))) := by
  have hc : √(3 * Real.pi / 32) ≠ 0 := (Real.sqrt_pos.2 (by positivity)).ne'
  have h := (pairIntegral_laplace hg).div
    (pairIntegral_laplace (g := fun _ => 1) continuousOn_const) (by simpa using hc)
  rw [one_mul, mul_div_cancel_right₀ _ hc] at h
  refine h.congr' ?_
  -- the common factor `exp (8 / (3 χ)) / √χ` cancels
  filter_upwards [self_mem_nhdsWithin] with χ hχ
  exact mul_div_mul_left _ _ (div_pos (Real.exp_pos _) (Real.sqrt_pos.2 hχ)).ne'

end

end BreitWheelerLaplace
```

```lean
#print axioms BreitWheelerLaplace.tunnelExponent_eq_min_iff
#print axioms BreitWheelerLaplace.pairIntegral_laplace
#print axioms BreitWheelerLaplace.weighted_average_tendsto
```

```
'BreitWheelerLaplace.tunnelExponent_eq_min_iff' depends on axioms: [propext, Classical.choice, Quot.sound]
'BreitWheelerLaplace.pairIntegral_laplace' depends on axioms: [propext, Classical.choice, Quot.sound]
'BreitWheelerLaplace.weighted_average_tendsto' depends on axioms: [propext, Classical.choice, Quot.sound]
```

The proof takes the same route. `tunnelExponent_eq` clears denominators to obtain the exact splitting, `tunnelExponent_ge` gives the quadratic lower bound, and `tunnelExponent_eq_min_iff` identifies the unique minimum. `scaled_pairIntegral` extends the integral to the whole line by the zero value outside the physical range, then shifts and rescales the variable.

For fixed \(t\), `peakProfile_tendsto` uses that \(\frac12+\sqrt\chi\,t\) eventually lies in \((0,1)\), where \(\chi\) cancels from the sharing cost. `pairIntegral_laplace` gets \(C\) from compactness, checks measurability and the Gaussian bound, and applies dominated convergence. The final theorem divides two such limits and cancels the common factor \(e^{8/(3\chi)}/\sqrt\chi\).

Continuity at \(v=\frac12\) matters. Take \(g(\frac12)=1\) and \(g=0\) elsewhere: the integral is zero for every \(\chi>0\), while the formula would predict the limit \(\sqrt{3\pi/32}\) for the scaled integral.

The model replaces the real spectrum by a fixed, continuous \(g\) times the exponential. In a locally constant field, the leading small-\(\chi\) prefactor carries an extra \(\sqrt\chi\) and grows like \(1/\sqrt{v(1-v)}\) at the endpoints, so using the result there needs a separate endpoint estimate.

Another model would let the prefactor be a family \(g_\chi\) of continuous functions converging uniformly on \([0,1]\) to \(g_0\). The limit would then contain \(g_0(1/2)\), and corrections in \(\chi\) could be included, with one more error term to bound.

In the averaged result, \(g\) is the quantity being averaged and the tunnelling factor alone is the weight. Since the result holds for every continuous \(g\), this weight concentrates at \(v=\frac12\) as \(\chi\to0^+\). If pair energies are sampled with an additional fixed prefactor \(h(v)\ge0\) in the weight, continuous on \([0,1]\) and with \(h(1/2)>0\), the same follows from \(I_{gh}(\chi)/I_h(\chi)\to g(1/2)\), again a quotient of two limits. The condition at \(v=\frac12\) matters: a prefactor that vanishes on an interval around one half leaves no pairs there.
